# Positive definite $M$ gives the spin-wave matrix $\eta M$ real frequencies and a signed magnon basis

The magnon frequencies of a quadratic boson Hamiltonian are eigenvalues of a product $\eta M$ of two Hermitian matrices, and such a product is generally not Hermitian. Take $\eta=\mathrm{diag}(1,-1)$ and $M=\begin{pmatrix}a&b\\ b&a\end{pmatrix}$ with real $a,b$, so that $(\eta M)^2=(a^2-b^2)\,1$. For $a=3$, $b=5$ the matrix $M$ has eigenvalues $8$ and $-2$, the frequencies are $\pm4i$, and one mode grows exponentially in the time $t$. For $a=b=1$, $M$ is only semidefinite, $\eta M$ is nilpotent and not diagonalizable, and $e^{-it\eta M}=1-it\eta M$ grows linearly. Positive definiteness of $M$ excludes both failures.

## The model

Let $\Psi$ be a column of independent boson operators $\Psi_i$, each an annihilator ($s_i=+1$) or a creator ($s_i=-1$), so that $[\Psi_i,\Psi_j^\dagger]=\eta_{ij}$ with $\eta=\mathrm{diag}(s)$ and $[\Psi_i,\Psi_j]=0$. For $H=\Psi^\dagger M\Psi$ and $\hbar=1$,
$$i\dot\Psi=[\Psi,H]=\eta M\,\Psi .$$
This is linear spin-wave theory at one wave vector $k$, with non-interacting magnons, finitely many sublattices and no zero mode. If $\Psi$ contains both $a_k$ and $a_{-k}^\dagger$ of the same sublattice, $k$ and $-k$ must not be equal or differ by a reciprocal lattice vector, since the two operators would then not be independent. The operators are not formalised. What enters is the pair of complex matrices, indexed by an arbitrary finite type `n`; the superscript `ᴴ` is $\dagger$, and `M.PosDef` means Hermitian with $x^\dagger Mx>0$ for $x\neq0$.

```lean
import Mathlib

open Matrix
open scoped ComplexOrder

namespace SpinWaveStability

noncomputable section

variable {n : Type*} [Fintype n] [DecidableEq n]
```

For a real vector $d$, `rdiag d` is $\mathrm{diag}(d)$. Frequencies are given the type `n → ℝ`, so their reality is built into the statement.

```lean
/-- The complex diagonal matrix with real diagonal entries `d i`. -/
def rdiag (d : n → ℝ) : Matrix n n ℂ := diagonal fun i => (d i : ℂ)
```

A magnon basis is a matrix $T$ with real frequencies $\varepsilon_i$ such that
$$\varepsilon_i\neq0,\qquad \eta MT=T\,\mathrm{diag}(\varepsilon),\qquad T^\dagger\eta T=\sigma,\qquad \sigma=\mathrm{diag}(\operatorname{sign}\varepsilon_i).$$
These are the fields `ne`, `eigen` and `para`. Column $i$ of $T$ is the mode $v_i$, with components $T_{ji}$, normalised in the indefinite $\eta$-product and not in the Euclidean one.

```lean
/-- The columns of `T` are eigenvectors of the dynamical matrix `η M` with real non-zero
frequencies `ε i`, and are `η`-orthogonal with `η`-norm equal to the sign of `ε i`. -/
structure IsMagnonBasis (η M T : Matrix n n ℂ) (ε : n → ℝ) : Prop where
  ne : ∀ i, ε i ≠ 0
  eigen : η * M * T = T * rdiag ε
  para : Tᴴ * η * T = rdiag fun i => Real.sign (ε i)
```

## Modes orthonormal in the energy

Real diagonal matrices satisfy $\mathrm{diag}(a)\,\mathrm{diag}(b)=\mathrm{diag}(a_ib_i)$ and are Hermitian, and the product is $1$ when every $a_ib_i=1$.

```lean
/-- Real diagonal matrices multiply entrywise, are Hermitian, and have product one when
their entries are mutually inverse. -/
theorem rdiag_algebra (a b : n → ℝ) :
    rdiag a * rdiag b = rdiag (fun i => a i * b i) ∧ (rdiag a)ᴴ = rdiag a ∧
      ((∀ i, a i * b i = 1) → rdiag a * rdiag b = 1) := by
  have h : rdiag a * rdiag b = rdiag (fun i => a i * b i) := by
    simp [rdiag, diagonal_mul_diagonal]
  refine ⟨h, ?_, fun h1 => ?_⟩
  · ext i j
    by_cases hij : i = j
    · subst hij; simp [rdiag]
    · simp [rdiag, conjTranspose_apply, diagonal_apply_ne _ hij,
        diagonal_apply_ne _ (Ne.symm hij)]
  · rw [h]; simp [rdiag, h1]
```

A Hermitian matrix $A$ equals $U\,\mathrm{diag}(\lambda)\,U^\dagger$ with real eigenvalues $\lambda_i$ and $U^\dagger U=1$.

```lean
/-- A Hermitian matrix is brought to the diagonal of its eigenvalues by a unitary matrix. -/
theorem spectral {A : Matrix n n ℂ} (hA : A.IsHermitian) :
    ∃ U : Matrix n n ℂ, Uᴴ * U = 1 ∧ A = U * rdiag hA.eigenvalues * Uᴴ := by
  refine ⟨hA.eigenvectorUnitary, hA.eigenvectorUnitary.2.1, ?_⟩
  exact hA.spectral_theorem
```

Applied to $M$ this gives $M=U\,\mathrm{diag}(\mu)\,U^\dagger$ with all $\mu_i>0$. Put $r_i=\sqrt{\mu_i}$, $K=\mathrm{diag}(r)\,U^\dagger$ and $L=U\,\mathrm{diag}(1/r)$. Then
$$KL=\mathrm{diag}(r)\,U^\dagger U\,\mathrm{diag}(1/r)=1,\qquad K^\dagger K=U\,\mathrm{diag}(r_i^2)\,U^\dagger=M,$$
which are the two `calc` chains. The first needs $\mu_i>0$ strictly.

```lean
/-- A positive definite matrix factorises as `M = Kᴴ K` with `K` invertible. -/
theorem factor {M : Matrix n n ℂ} (hM : M.PosDef) :
    ∃ K L : Matrix n n ℂ, K * L = 1 ∧ Kᴴ * K = M := by
  obtain ⟨U, hU, hA⟩ := spectral hM.isHermitian
  obtain ⟨μ, hμ, hA⟩ : ∃ μ : n → ℝ, (∀ i, 0 < μ i) ∧ M = U * rdiag μ * Uᴴ :=
    ⟨_, fun i => hM.eigenvalues_pos i, hA⟩
  let r : n → ℝ := fun i => Real.sqrt (μ i)
  have hr : (fun i => r i * r i) = μ := funext fun i => Real.mul_self_sqrt (hμ i).le
  refine ⟨rdiag r * Uᴴ, U * rdiag fun i => (r i)⁻¹, ?_, ?_⟩
  · calc rdiag r * Uᴴ * (U * rdiag fun i => (r i)⁻¹)
        = rdiag r * (Uᴴ * U) * rdiag fun i => (r i)⁻¹ := by simp only [mul_assoc]
      _ = 1 := by
        rw [hU, mul_one]
        exact (rdiag_algebra _ _).2.2 fun i =>
          mul_inv_cancel₀ (Real.sqrt_pos.2 (hμ i)).ne'
  · calc (rdiag r * Uᴴ)ᴴ * (rdiag r * Uᴴ) = U * (rdiag r * rdiag r) * Uᴴ := by
          rw [conjTranspose_mul, conjTranspose_conjTranspose, (rdiag_algebra r r).2.1]
          simp only [mul_assoc]
      _ = M := by rw [(rdiag_algebra r r).1, hr]; exact hA.symm
```

For square matrices $KL=1$ implies $LK=1$ (`hLK`). If $\eta^\dagger=\eta$, then $W=K\eta K^\dagger$ is Hermitian (`hW`), so $W=U\,\mathrm{diag}(\varepsilon)\,U^\dagger$ with real $\varepsilon$, where $U$ now denotes the unitary matrix that diagonalizes $W$. With $S=LU$,
$$\eta MS=(LK)\,\eta K^\dagger(KL)\,U=LWU=LU\,\mathrm{diag}(\varepsilon)\,U^\dagger U=S\,\mathrm{diag}(\varepsilon),$$
$$S^\dagger MS=U^\dagger(KL)^\dagger(KL)\,U=1 .$$

```lean
/-- For `η` Hermitian and `M` positive definite, `η M` has eigenvectors with real
eigenvalues forming a matrix `S` that is orthonormal in the energy product, `Sᴴ M S = 1`. -/
theorem energy_modes {η M : Matrix n n ℂ} (hη : ηᴴ = η) (hM : M.PosDef) :
    ∃ (S : Matrix n n ℂ) (ε : n → ℝ), η * M * S = S * rdiag ε ∧ Sᴴ * M * S = 1 := by
  obtain ⟨K, L, hKL, hK⟩ := factor hM
  have hLK : L * K = 1 := mul_eq_one_comm.1 hKL
  -- `η M` is similar to the Hermitian matrix `K η Kᴴ`
  have hW : (K * η * Kᴴ).IsHermitian := by
    show (K * η * Kᴴ)ᴴ = K * η * Kᴴ
    simp [conjTranspose_mul, hη, mul_assoc]
  obtain ⟨U, hU, hW'⟩ := spectral hW
  obtain ⟨ε, hε⟩ : ∃ ε : n → ℝ, K * η * Kᴴ = U * rdiag ε * Uᴴ := ⟨_, hW'⟩
  refine ⟨L * U, ε, ?_, ?_⟩ <;> rw [← hK]
  · calc η * (Kᴴ * K) * (L * U) = (L * K) * η * Kᴴ * (K * L) * U := by
          rw [hLK, one_mul]; simp only [mul_assoc]
      _ = L * (K * η * Kᴴ) * U := by rw [hKL, mul_one]; simp only [mul_assoc]
      _ = L * U * rdiag ε * (Uᴴ * U) := by rw [hε]; simp only [mul_assoc]
      _ = L * U * rdiag ε := by rw [hU, mul_one]
  · calc (L * U)ᴴ * (Kᴴ * K) * (L * U) = Uᴴ * (K * L)ᴴ * (K * L) * U := by
          simp only [conjTranspose_mul, mul_assoc]
      _ = 1 := by rw [hKL]; simp [hU]
```

## Two properties of any magnon basis

Since every $\varepsilon_i\neq0$, $\sigma^2=1$, and multiplying $T^\dagger\eta T=\sigma$ from the left by $\sigma$ gives $(\sigma T^\dagger\eta)\,T=1$ (`hl`). A left inverse of a square matrix is its inverse, so $T^{-1}=\sigma T^\dagger\eta$. Lean's `T⁻¹` is zero for a singular matrix, which is why `IsUnit T` is stated next to it.

```lean
/-- A magnon basis is invertible, with inverse `diag(sign ε) Tᴴ η`. -/
theorem IsMagnonBasis.inverse {η M T : Matrix n n ℂ} {ε : n → ℝ}
    (h : IsMagnonBasis η M T ε) :
    IsUnit T ∧ T⁻¹ = rdiag (fun i => Real.sign (ε i)) * Tᴴ * η := by
  have hl : rdiag (fun i => Real.sign (ε i)) * Tᴴ * η * T = 1 := by
    rw [mul_assoc, mul_assoc, ← mul_assoc Tᴴ, h.para]
    refine (rdiag_algebra _ _).2.2 fun i => ?_
    rcases lt_or_gt_of_ne (h.ne i) with h0 | h0
    · simp [Real.sign_of_neg h0]
    · simp [Real.sign_of_pos h0]
  exact ⟨⟨⟨T, _, mul_eq_one_comm.1 hl, hl⟩, rfl⟩, inv_eq_left_inv hl⟩
```

If $\eta^2=1$, inserting it between $T^\dagger$ and $M$ gives
$$T^\dagger MT=T^\dagger\eta\,(\eta MT)=T^\dagger\eta T\,\mathrm{diag}(\varepsilon)=\sigma\,\mathrm{diag}(\varepsilon)=\mathrm{diag}|\varepsilon| .$$

```lean
/-- If `η² = 1`, a magnon basis brings `M` to the diagonal form `diag |ε|`. -/
theorem IsMagnonBasis.energy {η M T : Matrix n n ℂ} {ε : n → ℝ} (hη : η * η = 1)
    (h : IsMagnonBasis η M T ε) : Tᴴ * M * T = rdiag fun i => |ε i| := by
  calc Tᴴ * M * T = Tᴴ * (η * η) * M * T := by rw [hη, mul_one]
    _ = Tᴴ * η * (η * M * T) := by simp only [mul_assoc]
    _ = Tᴴ * η * T * rdiag ε := by rw [h.eigen]; simp only [mul_assoc]
    _ = rdiag fun i => |ε i| := by
      rw [h.para, (rdiag_algebra _ _).1]
      refine congrArg rdiag (funext fun i => ?_)
      rcases lt_or_gt_of_ne (h.ne i) with h0 | h0
      · simp [Real.sign_of_neg h0, abs_of_neg h0]
      · simp [Real.sign_of_pos h0, abs_of_pos h0]
```

## The stability theorem

Now let every $s_i=\pm1$, so that $\eta^2=1$ (`hη`). The energy-orthonormal modes satisfy
$$S^\dagger\eta S\,\mathrm{diag}(\varepsilon)=S^\dagger\eta\,(\eta MS)=S^\dagger MS=1 ,$$
which is `h1`. Its diagonal entry reads $(S^\dagger\eta S)_{ii}\,\varepsilon_i=1$, so $\varepsilon_i\neq0$ (`hne`), and multiplying from the right by $\mathrm{diag}(1/\varepsilon)$ gives $S^\dagger\eta S=\mathrm{diag}(1/\varepsilon)$ (`h2`). Redefine $r_i=\sqrt{|\varepsilon_i|}$ and set $T=S\,\mathrm{diag}(r)$. Diagonal matrices commute, so the eigen-equation survives the rescaling, and
$$T^\dagger\eta T=\mathrm{diag}(r)\,\mathrm{diag}(1/\varepsilon)\,\mathrm{diag}(r)=\mathrm{diag}(|\varepsilon_i|/\varepsilon_i)=\sigma .$$
This is `hB`. The two preceding lemmas supply invertibility and $T^\dagger MT=\mathrm{diag}|\varepsilon|$; multiplying the eigen-equation by $T^{-1}$ gives the diagonalization, and the last clause is entry $(i,i)$ of `para`.

```lean
/-- For `M` positive definite and `η = diag(±1)` there is an invertible magnon basis `T`:
`η M = T diag(ε) T⁻¹` with real non-zero `ε`, `Tᴴ M T = diag |ε|`, and each column `v` has
`⟨v, η v⟩` equal to the sign of its frequency. -/
theorem spin_wave_stability {M : Matrix n n ℂ} (hM : M.PosDef) {s : n → ℝ}
    (hs : ∀ i, s i = 1 ∨ s i = -1) :
    ∃ (T : Matrix n n ℂ) (ε : n → ℝ), IsMagnonBasis (rdiag s) M T ε ∧ IsUnit T ∧
      rdiag s * M = T * rdiag ε * T⁻¹ ∧ (Tᴴ * M * T = rdiag fun i => |ε i|) ∧
      ∀ i, star (fun j => T j i) ⬝ᵥ rdiag s *ᵥ (fun j => T j i)
        = (Real.sign (ε i) : ℝ) := by
  have hη : rdiag s * rdiag s = 1 :=
    (rdiag_algebra s s).2.2 fun i => by rcases hs i with h | h <;> simp [h]
  obtain ⟨S, ε, hS, hE⟩ := energy_modes (rdiag_algebra s s).2.1 hM
  -- the `η`-Gram matrix of the energy modes is the inverse of `diag ε`
  have h1 : Sᴴ * rdiag s * S * rdiag ε = 1 := by
    calc Sᴴ * rdiag s * S * rdiag ε = Sᴴ * rdiag s * (rdiag s * M * S) := by
          rw [hS]; simp only [mul_assoc]
      _ = Sᴴ * (rdiag s * rdiag s) * M * S := by simp only [mul_assoc]
      _ = 1 := by rw [hη, mul_one, hE]
  have hne : ∀ i, ε i ≠ 0 := fun i h0 => by
    have := congrFun (congrFun h1 i) i
    simp [rdiag, mul_diagonal, h0] at this
  have h2 : Sᴴ * rdiag s * S = rdiag fun i => (ε i)⁻¹ := by
    have hi : rdiag ε * rdiag (fun i => (ε i)⁻¹) = 1 :=
      (rdiag_algebra _ _).2.2 fun i => mul_inv_cancel₀ (hne i)
    calc Sᴴ * rdiag s * S = Sᴴ * rdiag s * S * (rdiag ε * rdiag fun i => (ε i)⁻¹) := by
          rw [hi, mul_one]
      _ = _ := by rw [← mul_assoc, h1, one_mul]
  -- rescale each mode by `√|ε|`
  let r : n → ℝ := fun i => Real.sqrt |ε i|
  have hB : IsMagnonBasis (rdiag s) M (S * rdiag r) ε := by
    refine ⟨hne, ?_, ?_⟩
    · rw [← mul_assoc, hS, mul_assoc, mul_assoc, (rdiag_algebra _ _).1,
        (rdiag_algebra _ _).1]
      exact congrArg (fun d => S * rdiag d) (funext fun i => mul_comm _ _)
    · calc (S * rdiag r)ᴴ * rdiag s * (S * rdiag r)
          = rdiag r * (Sᴴ * rdiag s * S) * rdiag r := by
            rw [conjTranspose_mul, (rdiag_algebra r r).2.1]; simp only [mul_assoc]
        _ = _ := by
          rw [h2, (rdiag_algebra _ _).1, (rdiag_algebra _ _).1]
          refine congrArg rdiag (funext fun i => ?_)
          have hr : r i * r i = |ε i| := Real.mul_self_sqrt (abs_nonneg _)
          rw [mul_right_comm, hr]
          rcases lt_or_gt_of_ne (hne i) with h0 | h0
          · rw [abs_of_neg h0, Real.sign_of_neg h0, neg_mul, mul_inv_cancel₀ (hne i)]
          · rw [abs_of_pos h0, Real.sign_of_pos h0, mul_inv_cancel₀ (hne i)]
  generalize S * rdiag r = T at hB
  have hT := hB.inverse.1
  refine ⟨T, ε, hB, hT, ?_, hB.energy hη, fun i => ?_⟩
  · rw [← hB.eigen, mul_assoc, mul_nonsing_inv _ ((isUnit_iff_isUnit_det T).1 hT), mul_one]
  · calc _ = (Tᴴ * (rdiag s * T)) i i := rfl
      _ = _ := by rw [← mul_assoc, hB.para]; simp [rdiag]
```

In words: for $M$ positive definite and $\eta=\mathrm{diag}(s)$ with $s_i=\pm1$ there are an invertible $T$ and real non-zero $\varepsilon_i$ forming a magnon basis, with $\eta M=T\,\mathrm{diag}(\varepsilon)\,T^{-1}$, $T^\dagger MT=\mathrm{diag}|\varepsilon|$ and $\langle v_i,\eta v_i\rangle=\operatorname{sign}\varepsilon_i$. The sign rule is stated for the columns of the constructed $T$, which come in no particular order. Physically, $\Psi=T\Gamma$ defines operators with $[\Gamma_i,\Gamma_j^\dagger]=\sigma_{ij}$ and $H=\sum_i|\varepsilon_i|\,\Gamma_i^\dagger\Gamma_i$, so a negative $\varepsilon_i$ marks a creator whose excitation energy $|\varepsilon_i|$ is still positive. That operator reading, the counter-examples and the numerical recipe below are commentary argued on paper, and none of it is contained in the theorems.

The value $\pm1$ matters for the normalisation. For a single mode with $M=1$ and $s=2$ one has $\varepsilon=2$; the condition $T^\dagger\eta T=1$ forces $|T|^2=\tfrac12$, and then $T^\dagger MT=\tfrac12\neq|\varepsilon|$.

One could instead index by two copies of the $N$ bosons, fix $\eta=\mathrm{diag}(1_N,-1_N)$, give $M$ its particle-hole block structure and demand $T^\dagger\eta T=\eta$. That version would have to sort the columns and show that exactly $N$ frequencies are positive, and it could express the pairing of $\varepsilon$ with $-\varepsilon$, which in a description by wave vectors relates the frequencies at $k$ to those at $-k$. The statement above allows any sign pattern and any size, and it contains neither the count nor the pairing.

In a program the proof becomes a recipe: take a Cholesky factor with $M=K^\dagger K$, diagonalize $K\eta K^\dagger$ with a Hermitian eigensolver, and form $T=K^{-1}U\,\mathrm{diag}\sqrt{|\varepsilon|}$. The triangular $K$ is in general not the one built in `factor`, but the proof of `energy_modes` uses only $KL=1$ and $K^\dagger K=M$. A general eigensolver applied to $\eta M$ need not return $\eta$-orthogonal vectors within a degenerate level, whereas this construction does.

## Converse

Suppose $\eta^2=1$ and $T$ is a magnon basis; nothing else is assumed of $\eta$ or $M$. Then
$$(T^{-1})^\dagger\,\mathrm{diag}|\varepsilon|\,T^{-1}=(TT^{-1})^\dagger M\,(TT^{-1})=M ,$$
which is `hM`. The diagonal matrix is positive definite (`hD`), and the closing lines show that $x\mapsto T^{-1}x$ is injective, so $x^\dagger Mx=\sum_i|\varepsilon_i|\,|(T^{-1}x)_i|^2>0$ for $x\neq0$. Real frequencies alone would not suffice: one mode with $\eta=1$, $M=-1$ has $\varepsilon=-1$ but $\langle v,\eta v\rangle>0$ for its eigenvector $v$, which violates `para`.

```lean
/-- Converse: if `η² = 1` and `η M` has a magnon basis, then `M` is positive definite. -/
theorem IsMagnonBasis.posDef {η M T : Matrix n n ℂ} {ε : n → ℝ} (hη : η * η = 1)
    (h : IsMagnonBasis η M T ε) : M.PosDef := by
  have hT : T * T⁻¹ = 1 := mul_nonsing_inv _ ((isUnit_iff_isUnit_det T).1 h.inverse.1)
  have hD : (rdiag fun i => |ε i|).PosDef :=
    PosDef.diagonal fun i => Complex.zero_lt_real.2 (abs_pos.2 (h.ne i))
  have hM : (T⁻¹)ᴴ * rdiag (fun i => |ε i|) * T⁻¹ = M := by
    calc _ = (T * T⁻¹)ᴴ * M * (T * T⁻¹) := by
          rw [← h.energy hη]; simp only [conjTranspose_mul, mul_assoc]
      _ = M := by rw [hT]; simp
  rw [← hM]
  refine hD.conjTranspose_mul_mul_same fun x y hxy => ?_
  have := congrArg (fun v => T *ᵥ v) hxy
  simpa only [mulVec_mulVec, hT, one_mulVec] using this
```

## Bounded time evolution

The equation of motion is solved by $e^{-it\eta M}=T\,\mathrm{diag}(e^{-i\varepsilon_kt})\,T^{-1}$, obtained from `Matrix.exp_conj` and `Matrix.exp_diagonal`. Here $k$ numbers the modes and is not the wave vector. Each phase $e^{-i\varepsilon_kt}$ has modulus one, so
$$\bigl|(e^{-it\eta M})_{ij}\bigr|\le\sum_k|T_{ik}|\,|(T^{-1})_{kj}| .$$
The theorem states that for each entry $(i,j)$ some constant $C$ bounds it for all real $t$, positive or negative; the sum is the constant chosen in the proof.

```lean
/-- For `M` positive definite and `η = diag(±1)`, every entry of the propagator
`exp(-i t η M)` is bounded uniformly over all real times `t`. -/
theorem propagator_bounded {M : Matrix n n ℂ} (hM : M.PosDef) {s : n → ℝ}
    (hs : ∀ i, s i = 1 ∨ s i = -1) (i j : n) :
    ∃ C : ℝ, ∀ t : ℝ, ‖NormedSpace.exp ((-(Complex.I * t)) • (rdiag s * M)) i j‖ ≤ C := by
  obtain ⟨T, ε, -, hT, hd, -⟩ := spin_wave_stability hM hs
  refine ⟨∑ k, ‖T i k‖ * ‖T⁻¹ k j‖, fun t => ?_⟩
  have hc : (-(Complex.I * t)) • rdiag ε
      = diagonal fun k => ((-(ε k * t) : ℝ) : ℂ) * Complex.I := by
    ext a b
    by_cases hab : a = b
    · subst hab; simp [rdiag]; ring
    · simp [rdiag, diagonal_apply_ne _ hab]
  rw [hd, ← Matrix.smul_mul, ← Matrix.mul_smul, hc, Matrix.exp_conj _ _ hT,
    Matrix.exp_diagonal, mul_apply]
  -- each mode only acquires a phase
  refine (norm_sum_le _ _).trans (Finset.sum_le_sum fun k _ => le_of_eq ?_)
  rw [mul_diagonal, norm_mul, norm_mul, Pi.coe_exp, ← Complex.exp_eq_exp_ℂ,
    Complex.norm_exp_ofReal_mul_I, mul_one]
```

## An instance with frequencies $\pm8$

For $a=17$, $b=15$ one finds $a^2-b^2=64$ and $\eta M=\begin{pmatrix}17&15\\-15&-17\end{pmatrix}$. The columns, numbered from zero, are $v_0=(\tfrac54,-\tfrac34)$ and $v_1=(-\tfrac34,\tfrac54)$. Then $\eta Mv_0=(10,-6)=8v_0$ and $\eta Mv_1=(6,-10)=-8v_1$. The $\eta$-products are $\langle v_0,\eta v_0\rangle=\tfrac{25}{16}-\tfrac9{16}=1$, $\langle v_1,\eta v_1\rangle=-1$ and $\langle v_0,\eta v_1\rangle=-\tfrac{15}{16}+\tfrac{15}{16}=0$, so $T$ is a hyperbolic rotation by a rapidity $\theta$ with $\cosh\theta=\tfrac54$ and $\sinh\theta=-\tfrac34$. The proof checks these entries one by one and obtains positive definiteness of $M$, whose eigenvalues are $32$ and $2$, from the converse.

```lean
/-- For `η = diag(1, -1)` and `M = [[17, 15], [15, 17]]`, the matrix with entries `5/4` and
`-3/4` is a magnon basis with frequencies `8` and `-8`, and `M` is positive definite. -/
theorem magnonBasis_witness :
    IsMagnonBasis (rdiag ![1, -1]) !![17, 15; 15, 17] !![5 / 4, -3 / 4; -3 / 4, 5 / 4]
      ![8, -8] ∧ (!![17, 15; 15, 17] : Matrix (Fin 2) (Fin 2) ℂ).PosDef := by
  have h8 : Real.sign 8 = 1 := Real.sign_of_pos (by norm_num)
  have h8' : Real.sign (-8) = -1 := Real.sign_of_neg (by norm_num)
  have h : IsMagnonBasis (rdiag ![1, -1]) !![17, 15; 15, 17]
      !![5 / 4, -3 / 4; -3 / 4, 5 / 4] ![8, -8] := by
    refine ⟨fun i => by fin_cases i <;> simp, ?_, ?_⟩ <;> ext i j <;>
      fin_cases i <;> fin_cases j <;>
      simp [rdiag, mul_apply, Fin.sum_univ_succ, diagonal_apply, h8, h8',
        Complex.conj_ofNat] <;> norm_num
  exact ⟨h, h.posDef ((rdiag_algebra _ _).2.2 fun i => by fin_cases i <;> simp)⟩

end

end SpinWaveStability
```

```lean
#print axioms SpinWaveStability.spin_wave_stability
#print axioms SpinWaveStability.propagator_bounded
```

```
'SpinWaveStability.spin_wave_stability' depends on axioms: [propext, Classical.choice, Quot.sound]
'SpinWaveStability.propagator_bounded' depends on axioms: [propext, Classical.choice, Quot.sound]
```
